# When an occupied-state shift makes the PAW Sternheimer operator positive definite

"All remaining levels lie above $e_n$" can be stated with or without a complete set of eigenvectors. Here no such set is postulated: the condition is that any eigenvector of $Hv=\mu Sv$ that is $S$-orthogonal to the occupied states has $\mu>e_n$. Here $H$ is the Hamiltonian matrix, $S$ the PAW or ultrasoft overlap matrix, assumed positive definite, and $e_n$ the level of the occupied state being perturbed.

Under this condition, the Sternheimer operator is positive definite exactly when the shift exceeds a threshold that can be read off the occupied levels. In a finite basis and for a fixed perturbation, any shift above the threshold gives a linear system to which conjugate gradients can be applied.

```lean
import Mathlib

open Matrix
open scoped ComplexOrder

namespace PAWSternheimer

noncomputable section

variable {k m : Type*} [Fintype k] [Fintype m]
```

The finite type `k` labels basis functions and `m` labels occupied states. Vectors are functions `k → ℂ`.

```lean
/-- The real part of the quadratic form `x† M x`. -/
def expect (M : Matrix k k ℂ) (x : k → ℂ) : ℝ := (star x ⬝ᵥ M *ᵥ x).re
```

This is $\mathrm{Re}\,x^\dagger Mx$. The symbol `⬝ᵥ` is the dot product without conjugation, hence the explicit `star`, and `*ᵥ` applies a matrix to a vector. Nothing is normalised: an energy expectation value is `expect H x` divided by `expect S x`.

```lean
/-- The shifted Sternheimer operator `H - ε S + a S C C† S`. -/
def shifted (S H : Matrix k k ℂ) (C : Matrix k m ℂ) (ε a : ℝ) : Matrix k k ℂ :=
  H - (ε : ℂ) • S + (a : ℂ) • (S * C * Cᴴ * S)
```

With the occupied vectors as columns of $C$, this defines
$$A=H-\varepsilon S+a\,SCC^\dagger S .$$
The superscript `ᴴ` is the Hermitian conjugate. The numbers $\varepsilon$ and $a$ are real, and `(ε : ℂ)` regards $\varepsilon$ as complex. The theorems about occupied states set $\varepsilon=e_n$.

```lean
/-- The projected perturbation `-(1 - S C C†) b`. -/
def source [DecidableEq k] (S : Matrix k k ℂ) (C : Matrix k m ℂ) (b : k → ℂ) : k → ℂ :=
  -((1 - S * C * Cᴴ) *ᵥ b)
```

The right-hand side is $-(1-SCC^\dagger)b$. In perturbation theory $b$ stands for $(\delta H-e_n\,\delta S)c_n$, with $c_n$ the $n$-th column of $C$. In the code it is any given vector, so the self-consistent update of $\delta H$ is not modelled.

```lean
/-- The columns of `C` are S-orthonormal eigenvectors of `H c = e S c`, with `S` positive
definite and `H` Hermitian, and every eigenvector S-orthogonal to them has its level
above `e n`. -/
structure OccupiedStates [DecidableEq m] (S H : Matrix k k ℂ) (C : Matrix k m ℂ)
    (e : m → ℝ) (n : m) : Prop where
  overlap : S.PosDef
  herm : H.IsHermitian
  orthonormal : Cᴴ * S * C = 1
  eigen : H * C = S * C * diagonal (fun i => (e i : ℂ))
  gap : ∀ (μ : ℝ) (v : k → ℂ), v ≠ 0 → (Cᴴ * S) *ᵥ v = 0 →
    H *ᵥ v = (μ : ℂ) • (S *ᵥ v) → e n < μ
```

A `structure` in `Prop` is a named list of assumptions:

- `overlap` and `herm`: $S$ is positive definite and $H$ is Hermitian.
- `orthonormal`: $C^\dagger SC=1$.
- `eigen`: $HC=SCD$ with $D=\mathrm{diag}(e_i)$.
- `gap`: the condition on the remaining levels. Physically, no empty state lies at or below the perturbed level.

States are either occupied or empty, so fractional occupations are absent.

```lean
/-- Rayleigh-Ritz: if `A` is Hermitian, `S` is positive definite and every eigenvalue of
`A v = t S v` is positive, then `A` is positive definite. -/
theorem posDef_of_levels_pos {A S : Matrix k k ℂ} (hA : A.IsHermitian) (hS : S.PosDef)
    (h : ∀ (t : ℝ) (v : k → ℂ), v ≠ 0 → A *ᵥ v = (t : ℂ) • (S *ᵥ v) → 0 < t) :
    A.PosDef := by
  refine Matrix.posDef_iff_dotProduct_mulVec.mpr ⟨hA, ?_⟩
  intro x hx
  have cont : ∀ M : Matrix k k ℂ, Continuous (expect M) := by
    intro M
    refine Complex.continuous_re.comp ?_
    simp only [dotProduct, Matrix.mulVec, Pi.star_apply]
    fun_prop
  have posS : ∀ y : k → ℂ, y ≠ 0 → 0 < expect S y := fun y hy =>
    (Complex.lt_def.mp (hS.dotProduct_mulVec_pos hy)).1
  have scale : ∀ (M : Matrix k k ℂ) (c : ℝ) (y : k → ℂ),
      expect M ((c : ℂ) • y) = c ^ 2 * expect M y := by
    intro M c y
    unfold expect
    rw [star_smul, Matrix.mulVec_smul, smul_dotProduct, dotProduct_smul]
    simp only [smul_eq_mul, Complex.star_def, Complex.conj_ofReal, Complex.re_ofReal_mul]
    ring
  have unit : ∀ y : k → ℂ, y ≠ 0 →
      ((‖y‖⁻¹ : ℝ) : ℂ) • y ∈ Metric.sphere (0 : k → ℂ) 1 := by
    intro y hy
    rw [mem_sphere_zero_iff_norm, norm_smul, Complex.norm_real, norm_inv, norm_norm,
      inv_mul_cancel₀ (norm_ne_zero_iff.mpr hy)]
  have ne : ∀ y ∈ Metric.sphere (0 : k → ℂ) 1, y ≠ 0 := by
    intro y hy h0
    rw [mem_sphere_zero_iff_norm, h0, norm_zero] at hy
    exact zero_ne_one hy
  -- the Rayleigh quotient attains its minimum `t` at some `v`
  have hq : ContinuousOn (fun y => expect A y / expect S y) (Metric.sphere (0 : k → ℂ) 1) :=
    (cont A).continuousOn.div (cont S).continuousOn (fun y hy => (posS y (ne y hy)).ne')
  obtain ⟨v, hv, hmin⟩ := (isCompact_sphere (0 : k → ℂ) 1).exists_isMinOn ⟨_, unit x hx⟩ hq
  obtain ⟨t, ht⟩ : ∃ t, t = expect A v / expect S v := ⟨_, rfl⟩
  have ray : ∀ y : k → ℂ, y ≠ 0 → t * expect S y ≤ expect A y := by
    intro y hy
    have h1 : t ≤ expect A (((‖y‖⁻¹ : ℝ) : ℂ) • y) / expect S (((‖y‖⁻¹ : ℝ) : ℂ) • y) :=
      ht ▸ isMinOn_iff.mp hmin _ (unit y hy)
    rw [le_div_iff₀ (posS _ (ne _ (unit y hy))), scale, scale] at h1
    have hc : 0 < (‖y‖⁻¹) ^ 2 := pow_pos (inv_pos.mpr (norm_pos_iff.mpr hy)) 2
    exact le_of_mul_le_mul_left (by linarith) hc
  -- `A - t S` is positive semidefinite and `v` is a null vector of it
  have hB : (A - (t : ℂ) • S).IsHermitian := by
    rw [Matrix.IsHermitian, conjTranspose_sub, conjTranspose_smul, hA.eq, hS.isHermitian.eq]
    simp
  have hre : ∀ y, (star y ⬝ᵥ (A - (t : ℂ) • S) *ᵥ y).re = expect A y - t * expect S y := by
    intro y
    rw [Matrix.sub_mulVec, Matrix.smul_mulVec, dotProduct_sub, dotProduct_smul, smul_eq_mul,
      Complex.sub_re, Complex.re_ofReal_mul]
    rfl
  have him : ∀ y, (star y ⬝ᵥ (A - (t : ℂ) • S) *ᵥ y).im = 0 := fun y =>
    hB.im_star_dotProduct_mulVec_self y
  have hpsd : (A - (t : ℂ) • S).PosSemidef := by
    refine Matrix.PosSemidef.of_dotProduct_mulVec_nonneg hB (fun y => ?_)
    by_cases hy : y = 0
    · simp [hy]
    · exact Complex.nonneg_iff.mpr ⟨by rw [hre]; linarith [ray y hy], (him y).symm⟩
  have hnull : star v ⬝ᵥ (A - (t : ℂ) • S) *ᵥ v = 0 := by
    refine Complex.ext ?_ (him v)
    rw [hre, ht, div_mul_cancel₀ _ (posS v (ne v hv)).ne', sub_self, Complex.zero_re]
  have hz := (hpsd.dotProduct_mulVec_zero_iff v).mp hnull
  rw [Matrix.sub_mulVec, Matrix.smul_mulVec, sub_eq_zero] at hz
  have htpos := h t v (ne v hv) hz
  refine Complex.pos_iff.mpr ⟨?_, (hA.im_star_dotProduct_mulVec_self x).symm⟩
  exact lt_of_lt_of_le (mul_pos htpos (posS x hx)) (ray x hx)
```

Read the lines before `:=` as the statement: if $A$ is Hermitian, $S$ is positive definite and every eigenvalue $t$ of $Av=tSv$ is positive, then $A$ is positive definite.

By hand, take $x\neq0$ and minimise
$$q(y)=\frac{y^\dagger Ay}{y^\dagger Sy}$$
over the unit sphere. The sphere is compact and $q$ is continuous, so a minimum $t$ is attained at some $v$. Rescaling $y$ leaves $q$ unchanged, so $y^\dagger Ay\ge t\,y^\dagger Sy$ for every $y$. Therefore $B=A-tS$ is positive semidefinite with $v^\dagger Bv=0$. Then $\|B^{1/2}v\|^2=0$, so $Bv=0$, which is $Av=tSv$. By hypothesis $t>0$, and $x^\dagger Ax\ge t\,x^\dagger Sx>0$.

In the code, `cont` and `scale` give continuity and rescaling, `ray` is the inequality, and `hpsd`, `hnull` and `hz` lead to the eigenvalue equation. The norm on `k → ℂ` is the largest component modulus, which serves equally well here.

```lean
/-- On vectors with `C† S x = 0` the shift has no effect. -/
theorem shifted_of_orthogonal (S H : Matrix k k ℂ) (C : Matrix k m ℂ) (ε a : ℝ)
    {x : k → ℂ} (hx : (Cᴴ * S) *ᵥ x = 0) :
    shifted S H C ε a *ᵥ x = (H - (ε : ℂ) • S) *ᵥ x := by
  rw [shifted, Matrix.add_mulVec, Matrix.smul_mulVec, Matrix.mul_assoc (S * C),
    ← Matrix.mulVec_mulVec, hx, Matrix.mulVec_zero, smul_zero, add_zero]
```

If $C^\dagger Sx=0$, then $a\,SC(C^\dagger Sx)=0$, and $Ax=(H-\varepsilon S)x$. The proof regroups the product until the hypothesis `hx` can be substituted.

```lean
variable [DecidableEq m] {S H : Matrix k k ℂ} {C : Matrix k m ℂ} {e : m → ℝ} {n : m}

/-- Projected on occupied state `i`, the shifted operator multiplies the overlap
`(C† S x) i` by `e i - e n + a`. -/
theorem project_shifted (h : OccupiedStates S H C e n) (a : ℝ) (x : k → ℂ) (i : m) :
    (Cᴴ *ᵥ (shifted S H C (e n) a *ᵥ x)) i
      = ((e i - e n + a : ℝ) : ℂ) * ((Cᴴ * S) *ᵥ x) i := by
  have hD : (diagonal (fun i => (e i : ℂ)))ᴴ = diagonal (fun i => (e i : ℂ)) := by
    rw [diagonal_conjTranspose]
    congr 1
    funext j
    simp
  -- the adjoint eigenvalue equation
  have hCH := congrArg conjTranspose h.eigen
  rw [conjTranspose_mul, conjTranspose_mul, conjTranspose_mul, hD, h.herm.eq,
    h.overlap.isHermitian.eq] at hCH
  have hP : Cᴴ * (S * C * Cᴴ * S) = Cᴴ * S := by
    calc Cᴴ * (S * C * Cᴴ * S) = (Cᴴ * S * C) * (Cᴴ * S) := by simp only [Matrix.mul_assoc]
      _ = Cᴴ * S := by rw [h.orthonormal, Matrix.one_mul]
  have hM : Cᴴ * shifted S H C (e n) a
      = diagonal (fun i => ((e i - e n + a : ℝ) : ℂ)) * (Cᴴ * S) := by
    rw [shifted, Matrix.mul_add, Matrix.mul_sub, Matrix.mul_smul, Matrix.mul_smul, hCH, hP]
    ext i j
    simp only [Matrix.add_apply, Matrix.sub_apply, Matrix.smul_apply, Matrix.diagonal_mul,
      smul_eq_mul]
    push_cast
    ring
  rw [Matrix.mulVec_mulVec, hM, ← Matrix.mulVec_mulVec, Matrix.mulVec_diagonal]
```

The statement is
$$(C^\dagger Ax)_i=(e_i-e_n+a)\,(C^\dagger Sx)_i .$$
The adjoint of $HC=SCD$ is $C^\dagger H=DC^\dagger S$ (`hCH`). Orthonormality gives $C^\dagger SCC^\dagger S=C^\dagger S$ (`hP`). Together they yield $C^\dagger A=(D-e_n+a)C^\dagger S$ (`hM`), which is then applied to $x$.

```lean
/-- With `e l` the lowest occupied level, the shifted Sternheimer operator for state `n` is
positive definite exactly when `a > e n - e l`. -/
theorem shifted_posDef_iff (h : OccupiedStates S H C e n) {l : m} (hl : ∀ i, e l ≤ e i)
    (a : ℝ) : (shifted S H C (e n) a).PosDef ↔ e n - e l < a := by
  constructor
  · -- test the operator on the lowest occupied state
    intro hA
    obtain ⟨c, hc⟩ : ∃ c : k → ℂ, c = fun j => C j l := ⟨_, rfl⟩
    have hc1 : ((Cᴴ * S) *ᵥ c) l = 1 := by
      have h1 := congrFun (congrFun h.orthonormal l) l
      rw [Matrix.one_apply_eq] at h1
      rw [hc]
      exact h1
    have hc0 : c ≠ 0 := by
      intro h0
      rw [h0, Matrix.mulVec_zero] at hc1
      simp at hc1
    have key : star c ⬝ᵥ (shifted S H C (e n) a *ᵥ c)
        = (Cᴴ *ᵥ (shifted S H C (e n) a *ᵥ c)) l := by
      subst hc
      rfl
    have hpos := hA.dotProduct_mulVec_pos hc0
    rw [key, project_shifted h, hc1, mul_one] at hpos
    have hr : 0 < e l - e n + a := by exact_mod_cast hpos
    linarith
  · intro ha
    have hS := h.overlap.isHermitian.eq
    have hA : (shifted S H C (e n) a).IsHermitian := by
      simp [Matrix.IsHermitian, shifted, conjTranspose_add, conjTranspose_sub,
        conjTranspose_smul, conjTranspose_mul, hS, h.herm.eq, Matrix.mul_assoc]
    refine posDef_of_levels_pos hA h.overlap (fun t v hv ht => ?_)
    by_cases hz : (Cᴴ * S) *ᵥ v = 0
    · -- no occupied component: the gap decides
      rw [shifted_of_orthogonal S H C (e n) a hz, Matrix.sub_mulVec, Matrix.smul_mulVec,
        sub_eq_iff_eq_add, ← add_smul] at ht
      have := h.gap (t + e n) v hv hz (by rw [ht]; push_cast; rfl)
      linarith
    · -- an occupied component fixes the eigenvalue
      obtain ⟨i, hi⟩ := Function.ne_iff.mp hz
      have hp := project_shifted h a v i
      rw [ht, Matrix.mulVec_smul, Matrix.mulVec_mulVec, Pi.smul_apply, smul_eq_mul] at hp
      have hti : t = e i - e n + a := by exact_mod_cast mul_right_cancel₀ hi hp
      linarith [hl i]
```

The hypothesis `hl` says that $e_l$ is the lowest occupied level. The theorem states that $A$ is positive definite if and only if $a>e_n-e_l$.

For the forward direction, let $c$ be column $l$ of $C$. Since $(C^\dagger Sc)_l=1$, projection gives
$$c^\dagger Ac=e_l-e_n+a,$$
which must be positive.

For the converse, let $Av=tSv$ with $v\ne0$. The tactic `by_cases` separates two possibilities:

- If $C^\dagger Sv=0$, the shift drops out and $Hv=(t+e_n)Sv$. The gap gives $t+e_n>e_n$, so $t>0$.
- Otherwise some $(C^\dagger Sv)_i\neq0$. Projecting gives $t\,(C^\dagger Sv)_i=(e_i-e_n+a)(C^\dagger Sv)_i$. Cancelling the overlap leaves $t=e_i-e_n+a\ge e_l-e_n+a>0$.

All eigenvalues are positive, so the Rayleigh-Ritz theorem applies. The tactic `linarith` does the final inequalities.

```lean
variable [DecidableEq k]

/-- If `a` differs from every `e n - e i`, the shifted equation holds exactly when `x` solves
the unshifted Sternheimer equation and satisfies `C† S x = 0`. -/
theorem shifted_eq_source_iff (h : OccupiedStates S H C e n) {a : ℝ}
    (ha : ∀ i, a ≠ e n - e i) (b x : k → ℂ) :
    shifted S H C (e n) a *ᵥ x = source S C b ↔
      (H - (e n : ℂ) • S) *ᵥ x = source S C b ∧ (Cᴴ * S) *ᵥ x = 0 := by
  constructor
  · intro hx
    -- the source has no component along the occupied states
    have hb : Cᴴ *ᵥ source S C b = 0 := by
      have hP : Cᴴ * (S * C * Cᴴ) = Cᴴ := by
        rw [← Matrix.mul_assoc, ← Matrix.mul_assoc, h.orthonormal, Matrix.one_mul]
      rw [source, Matrix.mulVec_neg, Matrix.mulVec_mulVec, Matrix.mul_sub, Matrix.mul_one, hP,
        sub_self, Matrix.zero_mulVec, neg_zero]
    have ho : (Cᴴ * S) *ᵥ x = 0 := by
      funext i
      have hp := project_shifted h a x i
      rw [hx, hb] at hp
      refine (mul_eq_zero.mp hp.symm).resolve_left (fun h0 => ha i ?_)
      have hr : e i - e n + a = 0 := by exact_mod_cast h0
      linarith
    exact ⟨by rw [← shifted_of_orthogonal S H C (e n) a ho, hx], ho⟩
  · rintro ⟨hx, ho⟩
    rw [shifted_of_orthogonal S H C (e n) a ho, hx]
```

Provided no $e_i-e_n+a$ vanishes, the shifted equation is equivalent to the pair
$$(H-e_nS)x=-(1-SCC^\dagger)b,\qquad C^\dagger Sx=0 .$$

The source has no occupied projection (`hb`):
$$-C^\dagger(1-SCC^\dagger)b=-(C^\dagger-C^\dagger)b=0 .$$
Projecting the shifted equation therefore gives $(e_i-e_n+a)(C^\dagger Sx)_i=0$ for each $i$. The first factor is nonzero, so $C^\dagger Sx=0$ (`ho`), and the shift then disappears from the equation. Conversely, orthogonality allows the shift to be put back.

```lean
/-- With `e l` the lowest occupied level, one vector `x` with `C† S x = 0` solves the unshifted
Sternheimer equation and is the only solution of the shifted one for every `a > e n - e l`. -/
theorem response_unique (h : OccupiedStates S H C e n) {l : m} (hl : ∀ i, e l ≤ e i)
    (b : k → ℂ) :
    ∃ x : k → ℂ, (Cᴴ * S) *ᵥ x = 0 ∧ (H - (e n : ℂ) • S) *ᵥ x = source S C b ∧
      ∀ a : ℝ, e n - e l < a → ∀ y, shifted S H C (e n) a *ᵥ y = source S C b ↔ y = x := by
  have hne : ∀ a : ℝ, e n - e l < a → ∀ i, a ≠ e n - e i := by
    intro a ha i hi
    linarith [hl i]
  have h0 : e n - e l < e n - e l + 1 := by linarith
  -- invert the operator at one admissible shift
  obtain ⟨A, hA⟩ : ∃ A, A = shifted S H C (e n) (e n - e l + 1) := ⟨_, rfl⟩
  have hpd : A.PosDef := hA ▸ (shifted_posDef_iff h hl _).mpr h0
  have hdet : IsUnit A.det := (Matrix.isUnit_iff_isUnit_det A).mp hpd.isUnit
  have hsol : A *ᵥ (A⁻¹ *ᵥ source S C b) = source S C b := by
    rw [Matrix.mulVec_mulVec, Matrix.mul_nonsing_inv A hdet, Matrix.one_mulVec]
  have hx := (shifted_eq_source_iff h (hne _ h0) b _).mp (hA ▸ hsol)
  refine ⟨_, hx.2, hx.1, fun a ha y => ⟨fun hy => ?_, fun hy => ?_⟩⟩
  · have hy0 := (shifted_eq_source_iff h (hne _ h0) b y).mpr
      ((shifted_eq_source_iff h (hne a ha) b y).mp hy)
    rw [← hA] at hy0 ⊢
    rw [← hy0, Matrix.mulVec_mulVec, Matrix.nonsing_inv_mul A hdet, Matrix.one_mulVec]
  · rw [hy]
    exact (shifted_eq_source_iff h (hne a ha) b _).mpr hx
```

The order of the quantifiers matters: `∃ x` comes before `∀ a`, so a single $x$ serves every shift $a>e_n-e_l$. It is the unique solution of each shifted equation, it satisfies $C^\dagger Sx=0$, and it solves the unshifted equation.

To find it, choose $a_0=e_n-e_l+1$. The operator $A_0$ at this shift is positive definite, hence invertible, and $x=A_0^{-1}[-(1-SCC^\dagger)b]$. For another admissible $a$, the preceding equivalence turns its equation into the unshifted pair and then into the equation at $a_0$, whose only solution is $x$.

This $x$ is the part of the orbital response $S$-orthogonal to the occupied space. The first-order change of an individual eigenvector generally has an occupied part as well. With a fixed overlap, these parts cancel in the density matrix summed over the occupied states. When the overlap itself changes, as when PAW atoms move, they generally leave a contribution, which must be supplied separately.

```lean
/-- The assumptions hold for `S = diag(4, 1, 1)`, `H = diag(-8, -1, 1)` and two occupied
states with levels `-2` and `-1`, the second being the perturbed one. -/
theorem occupiedStates_witness :
    OccupiedStates (diagonal ![4, 1, 1]) (diagonal ![-8, -1, 1])
      (!![1 / 2, 0; 0, 1; 0, 0] : Matrix (Fin 3) (Fin 2) ℂ) ![-2, -1] 1 where
  overlap := by
    refine Matrix.posDef_diagonal_iff.mpr (fun i => ?_)
    fin_cases i <;> simp
  herm := by
    rw [Matrix.IsHermitian, diagonal_conjTranspose]
    congr 1
    funext i
    fin_cases i <;> simp
  orthonormal := by
    have hconj : (starRingEnd ℂ) 2 = 2 := Complex.ext (by simp) (by simp)
    ext i j
    fin_cases i <;> fin_cases j <;>
      norm_num [Matrix.mul_apply, Fin.sum_univ_succ, Matrix.diagonal_apply, hconj]
  eigen := by
    ext i j
    rw [Matrix.diagonal_mul, Matrix.mul_diagonal, Matrix.diagonal_mul]
    fin_cases i <;> fin_cases j <;> norm_num
  gap := by
    intro μ v hv ho hH
    have h0 : v 0 = 0 := by
      simpa [Matrix.mulVec, dotProduct, Matrix.mul_diagonal, Fin.sum_univ_succ]
        using congrFun ho 0
    have h1 : v 1 = 0 := by
      simpa [Matrix.mulVec, dotProduct, Matrix.mul_diagonal, Fin.sum_univ_succ]
        using congrFun ho 1
    have h2 : v 2 = μ * v 2 := by
      simpa [Matrix.mulVec_diagonal] using congrFun hH 2
    have hv2 : v 2 ≠ 0 := by
      intro h3
      apply hv
      funext i
      fin_cases i
      · exact h0
      · exact h1
      · exact h3
    have hμ : (μ : ℂ) = 1 := mul_right_cancel₀ hv2 (by rw [one_mul]; exact h2.symm)
    have hμ' : μ = 1 := by exact_mod_cast hμ
    rw [hμ']
    norm_num

end

end PAWSternheimer
```

This example shows that the assumptions are consistent. The levels are $-2$, $-1$ and $1$, with the first two occupied. The first column $(1/2,0,0)$ is normalised because $4\cdot(1/2)^2=1$. Lean counts from zero, so the final `1` selects the second state, with $e_n=-1$. A vector $S$-orthogonal to both columns has only its third component, which forces $\mu=1>-1$. The threshold for this system is $a>-1-(-2)=1$.

```lean
#print axioms PAWSternheimer.shifted_posDef_iff
#print axioms PAWSternheimer.response_unique
```

```
'PAWSternheimer.shifted_posDef_iff' depends on axioms: [propext, Classical.choice, Quot.sound]
'PAWSternheimer.response_unique' depends on axioms: [propext, Classical.choice, Quot.sound]
```
